# Uniqueness and existence of multi-point inverse-power basis-set extrapolation

## Question

If the linear system behind an extrapolation is singular, then for given computed energies either no fit exists at all or several parameter sets, possibly with different basis-set limits, reproduce them. Counting equations does not exclude this, and neither does linear independence of the fitting functions: $1$ and $(X-3)^2$ are independent, yet equal at $X=2$ and $X=4$. I fit energies at cardinal numbers $X$ to $E+\sum_k A_kX^{-p_k}$ with $m$ fixed, distinct, positive real exponents $p_k$, using $m+1$ distinct positive $X$. A degree count does not help: for exponents $3$ and $5$ the model is a quintic in $1/X$ sampled at only three points. My claim is that two parameter sets $(E,A)$ and $(E',A')$ that agree at all points coincide. Can this be stated and proved in Lean 4 with Mathlib?

## Answer

The claim holds, even for exponents that are merely distinct and nonzero. The same argument gives existence of the fit and shows that $m$ points are too few. In electronic-structure work, correlation energies are often extrapolated with such forms, for instance with the single exponent $3$; the result says that this finite-term model with exponents fixed in advance determines its parameter $E$ from $m+1$ energies.

### Modelling choices

The cardinal number $X$ labels the members of a basis-set family, $2$ for double-zeta, $3$ for triple-zeta and so on. For positive exponents the fitted $E$ is the estimate of the complete-basis-set (CBS) limit. For a natural number $m$, a constant $E\in\mathbb R$, amplitudes $A_k$ and exponents $p_k$ with $k=0,\dots,m-1$, the model energy is
$$\mathcal E(X)=E+\sum_{k=0}^{m-1}A_k\,X^{-p_k}.$$
This is `cbsModel E A p X`, with `A p : Fin m → ℝ`. Indices start at zero, as `Fin m` does. The power is the real power, so exponents and cardinal numbers need not be integers. The points $X_0,\dots,X_m$ are a function `X : Fin (m + 1) → ℝ` in no particular order. "Distinct" is `Function.Injective`, for `p` and for `X`, and positivity of the points is `∀ i, 0 < X i`.

The theorems read as follows.

- `cbs_unique`: for distinct nonzero $p_k$ and $m+1$ distinct positive $X_i$, if the models with $(E,A)$ and $(E',A')$ agree at every $X_i$, then `E = E' ∧ A = A'`.
- `cbs_existsUnique`: under the same hypotheses, for any energies $y_0,\dots,y_m$ there is exactly one pair `z`, with `z.1` the constant and `z.2` the amplitudes, such that $\mathcal E(X_i)=y_i$ for all $i$.
- `cbs_underdetermined`: for distinct $p_k$ (zero allowed) and only $m$ distinct positive points, any data $y_i$ and any prescribed $E$ admit amplitudes $A$ that fit.
- `cbs_tendsto`: if all $p_k>0$, then $\mathcal E(X)\to E$ as $X\to\infty$ through real values.
- `cbs_two_point`: for $m=1$, exponent $p\neq0$ and distinct positive $X,Y$, the difference $Y^p-X^p$ is nonzero and $E$ has a closed form.

For $m=0$ the model is the constant $E$: one point fixes it, and no points leave it free.

The form of the model is assumed, not derived from cusp conditions or partial-wave analysis. Both models in `cbs_unique` share the same exponents. The fit interpolates exactly; least-squares fits to more than $m+1$ energies are not treated. The theorems give existence and uniqueness of the fit, with no bound on how errors in the $y_i$ propagate to $E$.

### Derivation by hand

**Step 1: exponential sums.** Let $q_k$ be $n$ distinct real rates, $c_k$ real coefficients and $t_0<\dots<t_{n-1}$ real points. If $\sum_{k}c_ke^{q_kt_i}=0$ for every $i$, then all $c_k=0$.

The proof is by induction on $n$, and for $n=0$ there is no coefficient. Take $n+1$ terms,
$$f(t)=\sum_{k=0}^{n}c_ke^{q_kt},\qquad f(t_0)=\dots=f(t_n)=0 .$$
Multiplying by $e^{-q_0t}$ keeps the zeros and makes the first term constant:
$$g(t)=e^{-q_0t}f(t)=c_0+\sum_{k=1}^{n}c_ke^{(q_k-q_0)t},\qquad g'(t)=\sum_{k=1}^{n}c_k(q_k-q_0)\,e^{(q_k-q_0)t}.$$
Since $g(t_i)=g(t_{i+1})=0$, Rolle's theorem gives $s_i\in(t_i,t_{i+1})$ with $g'(s_i)=0$ for $i=0,\dots,n-1$. For $i<j$ one has $s_i<t_{i+1}\le t_j<s_j$, so the $s_i$ increase strictly. Now $g'$ is a sum of $n$ exponentials with distinct rates $q_k-q_0$ and vanishes at $n$ increasing points, so by induction $c_k(q_k-q_0)=0$ for $k\ge1$. As $q_k\ne q_0$, these $c_k$ vanish. What remains is $f(t_0)=c_0e^{q_0t_0}=0$, hence $c_0=0$.

**Step 2: power sums.** For $X>0$, $X^{q}=e^{q\ln X}$. Distinct positive points $X_0,\dots,X_{n-1}$ have distinct logarithms; sorted, these are the increasing points of Step 1. So $\sum_kc_kX_i^{q_k}=0$ for all $i$ forces $c=0$.

**Step 3: solvability.** Let $M$ be the $n\times n$ matrix $M_{ik}=X_i^{q_k}$. Step 2 says $Mc=0$ implies $c=0$. An injective linear map of $\mathbb R^n$ to itself is surjective, so $Mc=y$ is solvable for every $y\in\mathbb R^n$.

**Step 4: the model.** Take $n=m+1$ and the powers $q_0=0$, $q_{k+1}=-p_k$. They are distinct because the $p_k$ are distinct and none is zero. If two models agree at the points, their difference reads
$$(E-E')\,X_i^{0}+\sum_{k=0}^{m-1}(A_k-A'_k)\,X_i^{-p_k}=0,\qquad i=0,\dots,m,$$
and Step 2 with $c_0=E-E'$, $c_{k+1}=A_k-A'_k$ gives $E=E'$ and $A=A'$. For existence, Step 3 gives $c$ with $Mc=y$, and $E=c_0$, $A_k=c_{k+1}$ fit the data.

**Step 5: only $m$ points.** Fix any $E$. Step 3 with $n=m$, powers $-p_k$ and right-hand sides $y_i-E$ gives $A$ with $\sum_kA_kX_i^{-p_k}=y_i-E$.

**Step 6: the limit.** For $p_k>0$ each $A_kX^{-p_k}\to0$ as $X\to\infty$, and the sum is finite, so $\mathcal E(X)\to E$.

**Step 7: two points.** For $m=1$ with amplitude $A$ and exponent $p$, $Y^p\mathcal E(Y)=Y^pE+A$ and $X^p\mathcal E(X)=X^pE+A$. Subtraction removes $A$. For $p\ne0$ the map $x\mapsto x^p$ is injective on positive $x$, so $Y^p\ne X^p$ and
$$E=\frac{Y^p\,\mathcal E(Y)-X^p\,\mathcal E(X)}{Y^p-X^p}.$$

### The Lean file

```lean
import Mathlib

open Filter Topology

namespace BasisSetExtrapolation

noncomputable section

/-- Inverse-power model of the energy at cardinal number `X`: `E + ∑ₖ Aₖ X^(-pₖ)`. -/
def cbsModel {m : ℕ} (E : ℝ) (A p : Fin m → ℝ) (X : ℝ) : ℝ :=
  E + ∑ k, A k * X ^ (-p k)

/-- The powers of `X` occurring in the model: `0` for the constant term, then `-p k` for each `k : Fin m`. -/
def allPowers {m : ℕ} (p : Fin m → ℝ) : Fin (m + 1) → ℝ :=
  Fin.cons 0 fun k => -p k

/-- A sum of `n` exponentials with distinct rates that vanishes at `n` strictly increasing
points has all coefficients zero. -/
theorem exp_sum_zero (n : ℕ) : ∀ q c t : Fin n → ℝ, Function.Injective q → StrictMono t →
    (∀ i, ∑ k, c k * Real.exp (q k * t i) = 0) → c = 0 := by
  induction n with
  | zero =>
    intro q c t _ _ _
    funext k
    exact k.elim0
  | succ n ih =>
    intro q c t hq ht h
    -- dividing by `exp (q 0 * x)` keeps the zeros and makes the first term constant
    have hg : ∀ i, ∑ k, c k * Real.exp ((q k - q 0) * t i) = 0 := by
      intro i
      have e : ∑ k, c k * Real.exp ((q k - q 0) * t i)
          = Real.exp (-(q 0 * t i)) * ∑ k, c k * Real.exp (q k * t i) := by
        rw [Finset.mul_sum]
        refine Finset.sum_congr rfl fun k _ => ?_
        rw [show (q k - q 0) * t i = -(q 0 * t i) + q k * t i by ring, Real.exp_add]
        ring
      rw [e, h i, mul_zero]
    have hd : ∀ x, HasDerivAt (fun x => ∑ k, c k * Real.exp ((q k - q 0) * x))
        (∑ k, c k * (q k - q 0) * Real.exp ((q k - q 0) * x)) x := by
      intro x
      refine HasDerivAt.fun_sum fun k _ => ?_
      have h1 : HasDerivAt (fun y => (q k - q 0) * y) (q k - q 0) x :=
        ((hasDerivAt_id' x).const_mul (q k - q 0)).congr_deriv (mul_one _)
      exact (h1.exp.const_mul (c k)).congr_deriv (by ring)
    -- Rolle: a zero of the derivative between consecutive zeros
    have hr : ∀ i : Fin n, ∃ s ∈ Set.Ioo (t i.castSucc) (t i.succ),
        ∑ k, c k * (q k - q 0) * Real.exp ((q k - q 0) * s) = 0 := by
      intro i
      have hlt : i.castSucc < i.succ := by
        rw [Fin.lt_def]
        simp
      exact exists_hasDerivAt_eq_zero
        (f := fun x => ∑ k, c k * Real.exp ((q k - q 0) * x))
        (f' := fun x => ∑ k, c k * (q k - q 0) * Real.exp ((q k - q 0) * x))
        (ht hlt) (fun x _ => (hd x).continuousAt.continuousWithinAt)
        ((hg _).trans (hg _).symm) (fun x _ => hd x)
    choose s hs hs0 using hr
    have hsm : StrictMono s := by
      intro i j hij
      have hle : i.succ ≤ j.castSucc := by
        have h1 : i.val < j.val := hij
        have h2 : i.val + 1 ≤ j.val := h1
        rw [Fin.le_def]
        simpa using h2
      exact lt_trans (lt_of_lt_of_le (hs i).2 (ht.monotone hle)) (hs j).1
    -- the derivative has one term fewer
    have hc := ih (fun k => q k.succ - q 0) (fun k => c k.succ * (q k.succ - q 0)) s
      (fun a b hab => Fin.succ_injective _ (hq (sub_left_injective hab))) hsm
      (fun i => by
        have h0 := hs0 i
        rw [Fin.sum_univ_succ, sub_self, mul_zero, zero_mul, zero_add] at h0
        exact h0)
    have hsucc : ∀ k : Fin n, c k.succ = 0 := by
      intro k
      have h1 : c k.succ * (q k.succ - q 0) = 0 := congrFun hc k
      have h2 : q k.succ - q 0 ≠ 0 := sub_ne_zero.2 fun e => Fin.succ_ne_zero k (hq e)
      exact (mul_eq_zero.1 h1).resolve_right h2
    have h0 : c 0 = 0 := by
      have h1 := h 0
      rw [Fin.sum_univ_succ] at h1
      simpa [hsucc] using h1
    funext k
    exact Fin.cases h0 hsucc k

/-- A combination of `n` distinct real powers of `X` that vanishes at `n` distinct positive
points has all coefficients zero. -/
theorem power_sum_zero {n : ℕ} (q c X : Fin n → ℝ) (hq : Function.Injective q)
    (hX : ∀ i, 0 < X i) (hXi : Function.Injective X)
    (h : ∀ i, ∑ k, c k * X i ^ q k = 0) : c = 0 := by
  -- pass to `t = log X` and sort the points
  have hl : Function.Injective fun i => Real.log (X i) :=
    fun a b hab => hXi (Real.log_injOn_pos (hX a) (hX b) hab)
  refine exp_sum_zero n q c
    ((fun i => Real.log (X i)) ∘ Tuple.sort fun i => Real.log (X i)) hq
    ((Tuple.monotone_sort _).strictMono_of_injective (hl.comp (Equiv.injective _))) ?_
  intro i
  rw [← h (Tuple.sort (fun i => Real.log (X i)) i)]
  refine Finset.sum_congr rfl fun k _ => ?_
  rw [Real.rpow_def_of_pos (hX _), Function.comp_apply, mul_comm (q k)]

/-- Any `n` values at `n` distinct positive points are reproduced by a combination of `n`
given distinct real powers of `X`. -/
theorem power_sum_solvable {n : ℕ} (q X y : Fin n → ℝ) (hq : Function.Injective q)
    (hX : ∀ i, 0 < X i) (hXi : Function.Injective X) :
    ∃ c : Fin n → ℝ, ∀ i, ∑ k, c k * X i ^ q k = y i := by
  let L : (Fin n → ℝ) →ₗ[ℝ] (Fin n → ℝ) := (Matrix.of fun i k => X i ^ q k).mulVecLin
  have hL : ∀ c i, L c i = ∑ k, c k * X i ^ q k := by
    intro c i
    have e : L c i = ∑ k, X i ^ q k * c k := by
      rfl
    rw [e]
    exact Finset.sum_congr rfl fun k _ => mul_comm _ _
  have hinj : Function.Injective L := by
    refine (injective_iff_map_eq_zero L).2 fun c hc => power_sum_zero q c X hq hX hXi fun i => ?_
    rw [← hL, hc]
    rfl
  -- a square injective linear map is surjective
  obtain ⟨c, hc⟩ := LinearMap.injective_iff_surjective.1 hinj y
  exact ⟨c, fun i => by rw [← hL, hc]⟩

/-- For distinct nonzero exponents the powers `0` and `-p k` (`k : Fin m`) are all distinct. -/
theorem allPowers_injective {m : ℕ} (p : Fin m → ℝ) (hp : Function.Injective p)
    (hp0 : ∀ k, p k ≠ 0) : Function.Injective (allPowers p) := by
  intro a b
  refine Fin.cases ?_ (fun a => ?_) a <;> refine Fin.cases ?_ (fun b => ?_) b <;> intro hab <;>
    simp only [allPowers, Fin.cons_zero, Fin.cons_succ] at hab
  · rfl
  · exact absurd (neg_eq_zero.1 hab.symm) (hp0 b)
  · exact absurd (neg_eq_zero.1 hab) (hp0 a)
  · rw [hp (neg_injective hab)]

/-- Uniqueness: for `m` distinct nonzero exponents, two models that agree at `m + 1` distinct
positive points have the same constant term and the same amplitudes. -/
theorem cbs_unique {m : ℕ} (p : Fin m → ℝ) (X : Fin (m + 1) → ℝ) (hp : Function.Injective p)
    (hp0 : ∀ k, p k ≠ 0) (hX : ∀ i, 0 < X i) (hXi : Function.Injective X)
    (E E' : ℝ) (A A' : Fin m → ℝ)
    (h : ∀ i, cbsModel E A p (X i) = cbsModel E' A' p (X i)) : E = E' ∧ A = A' := by
  have hc := power_sum_zero (allPowers p) (Fin.cons (E - E') fun k => A k - A' k) X
    (allPowers_injective p hp hp0) hX hXi (fun i => by
      have hi := h i
      rw [Fin.sum_univ_succ]
      simp only [allPowers, Fin.cons_zero, Fin.cons_succ, Real.rpow_zero, sub_mul,
        Finset.sum_sub_distrib]
      simp only [cbsModel] at hi
      linarith)
  refine ⟨sub_eq_zero.1 ?_, funext fun k => sub_eq_zero.1 ?_⟩
  · simpa using congrFun hc 0
  · simpa using congrFun hc k.succ

/-- Existence and uniqueness: for `m` distinct nonzero exponents, any `m + 1` energies at distinct
positive points are reproduced by exactly one parameter set `(E, A)`. -/
theorem cbs_existsUnique {m : ℕ} (p : Fin m → ℝ) (X y : Fin (m + 1) → ℝ)
    (hp : Function.Injective p) (hp0 : ∀ k, p k ≠ 0) (hX : ∀ i, 0 < X i)
    (hXi : Function.Injective X) :
    ∃! z : ℝ × (Fin m → ℝ), ∀ i, cbsModel z.1 z.2 p (X i) = y i := by
  obtain ⟨c, hc⟩ := power_sum_solvable (allPowers p) X y (allPowers_injective p hp hp0) hX hXi
  have hfit : ∀ i, cbsModel (c 0) (fun k => c k.succ) p (X i) = y i := by
    intro i
    have hi := hc i
    rw [Fin.sum_univ_succ] at hi
    simp only [allPowers, Fin.cons_zero, Fin.cons_succ, Real.rpow_zero, mul_one] at hi
    exact hi
  refine ⟨(c 0, fun k => c k.succ), hfit, fun z hz => ?_⟩
  have hu := cbs_unique p X hp hp0 hX hXi z.1 (c 0) z.2 (fun k => c k.succ)
    fun i => (hz i).trans (hfit i).symm
  exact Prod.ext hu.1 hu.2

/-- Sharpness: with `m` distinct exponents and only `m` distinct positive points, any data
are reproduced with any prescribed value of the constant term `E`. -/
theorem cbs_underdetermined {m : ℕ} (p X y : Fin m → ℝ) (hp : Function.Injective p)
    (hX : ∀ i, 0 < X i) (hXi : Function.Injective X) (E : ℝ) :
    ∃ A : Fin m → ℝ, ∀ i, cbsModel E A p (X i) = y i := by
  obtain ⟨A, hA⟩ := power_sum_solvable (fun k => -p k) X (fun i => y i - E)
    (fun a b hab => hp (neg_injective hab)) hX hXi
  refine ⟨A, fun i => ?_⟩
  have hi : ∑ k, A k * X i ^ (-p k) = y i - E := hA i
  rw [cbsModel, hi]
  ring

/-- For positive exponents the model tends to its constant term `E` as `X → ∞`. -/
theorem cbs_tendsto {m : ℕ} (E : ℝ) (A p : Fin m → ℝ) (hp : ∀ k, 0 < p k) :
    Tendsto (cbsModel E A p) atTop (𝓝 E) := by
  have h1 : ∀ k, Tendsto (fun x : ℝ => A k * x ^ (-p k)) atTop (𝓝 (A k * 0)) :=
    fun k => (tendsto_rpow_neg_atTop (hp k)).const_mul (A k)
  have h2 : Tendsto (fun x : ℝ => ∑ k, A k * x ^ (-p k)) atTop (𝓝 (∑ k, A k * 0)) := by
    exact tendsto_finsetSum _ fun k _ => h1 k
  have h3 := h2.const_add E
  simp only [mul_zero, Finset.sum_const_zero, add_zero] at h3
  exact h3

/-- Two-point formula for one nonzero exponent `p` and distinct positive `X`, `Y`: the powers
`Y^p`, `X^p` differ and `E = (Y^p E(Y) - X^p E(X)) / (Y^p - X^p)`. -/
theorem cbs_two_point (E A p X Y : ℝ) (hp : p ≠ 0) (hX : 0 < X) (hY : 0 < Y) (hXY : Y ≠ X) :
    Y ^ p - X ^ p ≠ 0 ∧
      E = (Y ^ p * cbsModel E (fun _ : Fin 1 => A) (fun _ => p) Y
        - X ^ p * cbsModel E (fun _ : Fin 1 => A) (fun _ => p) X) / (Y ^ p - X ^ p) := by
  have hne : Y ^ p - X ^ p ≠ 0 :=
    sub_ne_zero.2 fun e => hXY ((Real.rpow_left_inj hY.le hX.le hp).1 e)
  have h0 : X ^ p * X ^ (-p) = 1 := by
    rw [← Real.rpow_add hX, add_neg_cancel, Real.rpow_zero]
  have h1 : Y ^ p * Y ^ (-p) = 1 := by
    rw [← Real.rpow_add hY, add_neg_cancel, Real.rpow_zero]
  refine ⟨hne, ?_⟩
  rw [eq_div_iff hne]
  simp only [cbsModel, Fin.sum_univ_one]
  linear_combination A * h0 - A * h1

end

end BasisSetExtrapolation
```

```lean
#print axioms BasisSetExtrapolation.cbs_existsUnique
#print axioms BasisSetExtrapolation.cbs_underdetermined
#print axioms BasisSetExtrapolation.cbs_tendsto
#print axioms BasisSetExtrapolation.cbs_two_point
```

```
'BasisSetExtrapolation.cbs_existsUnique' depends on axioms: [propext, Classical.choice, Quot.sound]
'BasisSetExtrapolation.cbs_underdetermined' depends on axioms: [propext, Classical.choice, Quot.sound]
'BasisSetExtrapolation.cbs_tendsto' depends on axioms: [propext, Classical.choice, Quot.sound]
'BasisSetExtrapolation.cbs_two_point' depends on axioms: [propext, Classical.choice, Quot.sound]
```

### How the proof follows the derivation

`exp_sum_zero` is Step 1. The vectors `q c t` are quantified after `n` is fixed, inside the statement, so that the induction hypothesis `ih` applies to new rates, coefficients and points. In the inductive step `hg` says that $g$ vanishes at every $t_i$, and `hd` gives the derivative term by term, still with the $k=0$ term and its factor $q_0-q_0$. In `hr`, Rolle's theorem `exists_hasDerivAt_eq_zero` is applied on the interval from `t i.castSucc` to `t i.succ`, that is from $t_i$ to $t_{i+1}$. `choose` collects the zeros into one function `s`, and `hsm` is the chain $s_i<t_{i+1}\le t_j<s_j$. In `hc` the $k=0$ term is split off by `Fin.sum_univ_succ` and vanishes, and `ih` is applied to the rates `q k.succ - q 0`. Then `hsucc` divides by the nonzero rate difference, and `h0` reads off $c_0=0$ from the equation at $t_0$.

`power_sum_zero` is Step 2. `Tuple.sort` supplies the permutation that orders the logarithms; the ordered list is monotone and injective, hence strictly increasing, and `Real.rpow_def_of_pos` turns each power into an exponential. `power_sum_solvable` is Step 3: `L` is the map $c\mapsto Mc$, `hinj` its injectivity, and `LinearMap.injective_iff_surjective` yields the solution.

For Step 4, `allPowers p` is the list $q$, built by `Fin.cons` with $0$ in front. `allPowers_injective` checks four cases: both indices zero, one zero and one a successor in either order (excluded by `hp0`), and both successors (settled by `hp`). `cbs_unique` feeds the coefficient vector `Fin.cons (E - E') fun k => A k - A' k` to `power_sum_zero` and reads off component `0` and components `k.succ`. `cbs_existsUnique` takes its witness from `power_sum_solvable` and its uniqueness from `cbs_unique`.

`cbs_underdetermined` is Step 5, with data `fun i => y i - E`. `cbs_tendsto` sums the limits from `tendsto_rpow_neg_atTop` and adds the constant. In `cbs_two_point`, `hne` comes from `Real.rpow_left_inj`, `h0` and `h1` are $X^pX^{-p}=1$ and $Y^pY^{-p}=1$, and `linear_combination A * h0 - A * h1` performs the subtraction of Step 7 after the denominator is cleared. The theorem states `Y ^ p - X ^ p ≠ 0` explicitly because Lean assigns the value zero to division by zero, and the quotient is meant as a true one.

### Remarks

The examples and the variant below are worked out on paper and are not theorems of the file.

*Dropping a hypothesis.* With $m=1$ and $p_0=0$ the model is the constant $E+A_0$, so $(E,A_0)=(1,0)$ and $(0,1)$ agree everywhere. With $m=2$ and $p_0=p_1$ only $A_0+A_1$ enters, and $A=(1,0)$, $A'=(0,1)$ give the same function. With $m=1$, $p_0=2$ and the points $X_0=-1$, $X_1=1$, which are distinct but not both positive, $X^{-2}=1$ at both, and $(1,0)$ and $(0,1)$ again agree. If two of the $m+1$ points coincide, at most $m$ conditions remain, which is the situation of Step 5.

*Sign of the exponents.* For $m=1$ and $p_0=-1$ the model is the line $E+A_0X$. Two points fix it, as `cbs_unique` says, but $E$ is then the intercept and for $A_0\neq0$ there is no finite limit. Positivity of the exponents is what makes the fitted $E$ the limit of the model.

*Different exponents, different limits.* In arbitrary units, the energies $-6$ at $X=2$ and $-9$ at $X=4$ are fitted by $p_0=2$ with $(E,A_0)=(-10,16)$ and by $p_0=1$ with $(E,A_0)=(-12,12)$. An exact fit with $m+1$ points exists for every admissible choice of exponents and therefore does not test that choice.

*Sensitivity.* For $p=3$, $X=3$, $Y=4$ the two-point formula is $E=\tfrac{64}{37}\mathcal E(4)-\tfrac{27}{37}\mathcal E(3)$, so an error in the larger-basis energy enters $E$ with weight above one.

*A neighbouring result.* The exponential model $E+\sum_kA_ke^{-\alpha_kX}$ with $m$ fixed, distinct, nonzero rates $\alpha_k$ yields to the same argument without the logarithm. After sorting the points, Step 1 with rates $0,-\alpha_0,\dots,-\alpha_{m-1}$ gives uniqueness at any $m+1$ distinct real points, positive or not, and the dimension count of Step 3 gives existence.
